# With ħ = 1, commuting angular momenta J and K satisfy [J·K, J] = iJ×K and [J·K, K] = −iJ×K

The scalar product J·K of two angular momenta commutes in general with neither of them, and `comm_dot_component` gives both commutators component by component: [J·K, Jᵢ] = i(J×K)ᵢ and [J·K, Kᵢ] = −i(J×K)ᵢ. Here J and K are triples of elements of an arbitrary complex algebra, each obeying J×J = iJ in units where ħ = 1, and every component of one commutes with every component of the other. No Hilbert space or self-adjointness is assumed. The attempt splits the claim into six goals, one for each component and commutator, and means to obtain each as a linear combination of the commutation relations, with `simp only` and `module` checking the remaining algebra.

The failing Lean file:

```lean
import Mathlib

open Complex (I)
open scoped TensorProduct

namespace CommDotComponent

variable {A : Type*} [Ring A] [Algebra ℂ A] {J K L : Fin 3 → A}

/-- The commutator of two operators. -/
def comm {A : Type*} [Ring A] (x y : A) : A := x * y - y * x

/-- The scalar product of two operator triples, in the given operator order. -/
def dot {A : Type*} [Ring A] (J K : Fin 3 → A) : A := J 0 * K 0 + J 1 * K 1 + J 2 * K 2

/-- The vector product of two operator triples, with the axes counted cyclically. -/
def cross {A : Type*} [Ring A] (J K : Fin 3 → A) (i : Fin 3) : A :=
  J (i + 1) * K (i + 2) - J (i + 2) * K (i + 1)

/-- The angular momentum commutation relations J×J = iJ, in units where ħ = 1. -/
def IsAngularMomentum (J : Fin 3 → A) : Prop := ∀ i, cross J J i = I • J i

/-- Every component of one triple commutes with every component of the other. -/
def Commuting {A : Type*} [Ring A] (J K : Fin 3 → A) : Prop :=
  ∀ i j, J i * K j = K j * J i

/-- For commuting angular momenta, the commutators of J·K with the two are opposite: [J·K, J] = i
J×K and [J·K, K] = -i J×K. -/
theorem comm_dot_component (hJ : IsAngularMomentum J) (hK : IsAngularMomentum K)
    (h : Commuting J K) (i : Fin 3) :
    comm (dot J K) (J i) = I • cross J K i ∧
      comm (dot J K) (K i) = (-I) • cross J K i := by
  fin_cases i <;> constructor
  on_goal 1 => linear_combination (norm := skip)
    hJ.zx * K 2 - hJ.xy * K 1 - J 0 * h 0 0 - J 1 * h 0 1 - J 2 * h 0 2
  on_goal 2 => linear_combination (norm := skip)
    J 2 * hK.zx - J 1 * hK.xy + h 0 0 * K 0 + h 1 0 * K 1 + h 2 0 * K 2
  on_goal 3 => linear_combination (norm := skip)
    hJ.xy * K 0 - hJ.yz * K 2 - J 0 * h 1 0 - J 1 * h 1 1 - J 2 * h 1 2
  on_goal 4 => linear_combination (norm := skip)
    J 0 * hK.xy - J 2 * hK.yz + h 0 1 * K 0 + h 1 1 * K 1 + h 2 1 * K 2
  on_goal 5 => linear_combination (norm := skip)
    hJ.yz * K 1 - hJ.zx * K 0 - J 0 * h 2 0 - J 1 * h 2 1 - J 2 * h 2 2
  on_goal 6 => linear_combination (norm := skip)
    J 1 * hK.yz - J 0 * hK.zx + h 0 2 * K 0 + h 1 2 * K 1 + h 2 2 * K 2
  all_goals
    simp only [comm, dot, cross, Fin.zero_eta, Fin.mk_one, Fin.reduceFinMk, Matrix.cons_val,
      mul_add, add_mul, mul_sub, sub_mul, mul_assoc, smul_mul_assoc, mul_smul_comm]
    module

end CommDotComponent
```

Messages:

```
Main.lean:32:51: error: unsolved goals
case a
A : Type u_1
inst✝¹ : Ring A
inst✝ : Algebra ℂ A
J K : Fin 3 → A
hJ : IsAngularMomentum J
hK : IsAngularMomentum K
h : Commuting J K
⊢ comm (dot J K) (J ((fun i => i) ⟨0, ⋯⟩)) + 0 - (I • cross J K ((fun i => i) ⟨0, ⋯⟩) + 0) = 0

case «0».right
A : Type u_1
inst✝¹ : Ring A
inst✝ : Algebra ℂ A
J K : Fin 3 → A
hJ : IsAngularMomentum J
hK : IsAngularMomentum K
h : Commuting J K
⊢ comm (dot J K) (K ((fun i => i) ⟨0, ⋯⟩)) = -I • cross J K ((fun i => i) ⟨0, ⋯⟩)

case «1».left
A : Type u_1
inst✝¹ : Ring A
inst✝ : Algebra ℂ A
J K : Fin 3 → A
hJ : IsAngularMomentum J
hK : IsAngularMomentum K
h : Commuting J K
⊢ comm (dot J K) (J ((fun i => i) ⟨1, ⋯⟩)) = I • cross J K ((fun i => i) ⟨1, ⋯⟩)

case «1».right
A : Type u_1
inst✝¹ : Ring A
inst✝ : Algebra ℂ A
J K : Fin 3 → A
hJ : IsAngularMomentum J
hK : IsAngularMomentum K
h : Commuting J K
⊢ comm (dot J K) (K ((fun i => i) ⟨1, ⋯⟩)) = -I • cross J K ((fun i => i) ⟨1, ⋯⟩)

case «2».left
A : Type u_1
inst✝¹ : Ring A
inst✝ : Algebra ℂ A
J K : Fin 3 → A
hJ : IsAngularMomentum J
hK : IsAngularMomentum K
h : Commuting J K
⊢ comm (dot J K) (J ((fun i => i) ⟨2, ⋯⟩)) = I • cross J K ((fun i => i) ⟨2, ⋯⟩)

case «2».right
A : Type u_1
inst✝¹ : Ring A
inst✝ : Algebra ℂ A
J K : Fin 3 → A
hJ : IsAngularMomentum J
hK : IsAngularMomentum K
h : Commuting J K
⊢ comm (dot J K) (K ((fun i => i) ⟨2, ⋯⟩)) = -I • cross J K ((fun i => i) ⟨2, ⋯⟩)
Main.lean:35:4: error: unexpected identifier; expected command
```

What went wrong. The parse error is at the first `hJ.zx`. The expression given to `linear_combination` must start to the right of the column where that tactic starts, but here it is on the next line, further left. Lean therefore reads the tactic without an expression, which explains the `+ 0` terms in the first goal, and ends the proof there. The other five goals are never attempted.

The repair starts the expression on the tactic's own line. It also replaces names such as `hJ.zx`, which would have failed next: `IsAngularMomentum` is a statement for all `i`, with no `zx` defined for it, so the relation is obtained by application, as in `hJ (i + 1)`.

The `simp only` list needed a change too. Unfolding `cross` produces index sums such as `0 + 1`, even with six separate combinations. `Fin.reduceAdd` and `zero_add` help evaluate them, so that `module` can match equal components.

With a general `i`, two combinations serve instead of six, and `fin_cases i` moves after them; this is mere tidying. So is dropping `Matrix.cons_val`, as there are no vector literals here.

Fix (accepted with no message):

```diff
@@ -31,20 +31,16 @@
     comm (dot J K) (J i) = I • cross J K i ∧
       comm (dot J K) (K i) = (-I) • cross J K i := by
-  fin_cases i <;> constructor
-  on_goal 1 => linear_combination (norm := skip)
-    hJ.zx * K 2 - hJ.xy * K 1 - J 0 * h 0 0 - J 1 * h 0 1 - J 2 * h 0 2
-  on_goal 2 => linear_combination (norm := skip)
-    J 2 * hK.zx - J 1 * hK.xy + h 0 0 * K 0 + h 1 0 * K 1 + h 2 0 * K 2
-  on_goal 3 => linear_combination (norm := skip)
-    hJ.xy * K 0 - hJ.yz * K 2 - J 0 * h 1 0 - J 1 * h 1 1 - J 2 * h 1 2
-  on_goal 4 => linear_combination (norm := skip)
-    J 0 * hK.xy - J 2 * hK.yz + h 0 1 * K 0 + h 1 1 * K 1 + h 2 1 * K 2
-  on_goal 5 => linear_combination (norm := skip)
-    hJ.yz * K 1 - hJ.zx * K 0 - J 0 * h 2 0 - J 1 * h 2 1 - J 2 * h 2 2
-  on_goal 6 => linear_combination (norm := skip)
-    J 1 * hK.yz - J 0 * hK.zx + h 0 2 * K 0 + h 1 2 * K 1 + h 2 2 * K 2
+  constructor
+  on_goal 1 =>
+    linear_combination (norm := skip) hJ (i + 1) * K (i + 2) - hJ (i + 2) * K (i + 1)
+      - J 0 * h i 0 - J 1 * h i 1 - J 2 * h i 2
+  on_goal 2 =>
+    linear_combination (norm := skip) J (i + 2) * hK (i + 1) - J (i + 1) * hK (i + 2)
+      + h 0 i * K 0 + h 1 i * K 1 + h 2 i * K 2
   all_goals
-    simp only [comm, dot, cross, Fin.zero_eta, Fin.mk_one, Fin.reduceFinMk, Matrix.cons_val,
-      mul_add, add_mul, mul_sub, sub_mul, mul_assoc, smul_mul_assoc, mul_smul_comm]
+    fin_cases i <;>
+    simp only [comm, dot, cross, Fin.zero_eta, Fin.mk_one, Fin.reduceFinMk, Fin.isValue,
+      Fin.reduceAdd, zero_add, mul_add, add_mul, mul_sub, sub_mul, mul_assoc,
+      smul_mul_assoc, mul_smul_comm] <;>
     module
 
```
